# A gapped ground state stays nondegenerate under a perturbation smaller than half the gap

Let A be a Hamiltonian on a finite-dimensional state space whose lowest level is nondegenerate and separated from the others by a gap. Adding a Hermitian V whose operator norm is less than half that gap leaves the lowest level nondegenerate. A formal statement has to decide how to say that A has a gapped ground state. One could sort the eigenvalues and compare the first two. The choice made here needs no sorted list: it names a unit eigenvector ψ with energy E0 and requires ⟨y, Ay⟩ ≥ E1‖y‖² for all y orthogonal to ψ, with E0 < E1. The number E1 is a lower bound for the rest of the spectrum and need not be an eigenvalue.

## Definitions

```lean
import Mathlib

open Module Module.End
open scoped InnerProductSpace

namespace WeylGroundState

noncomputable section

variable {E : Type*} [NormedAddCommGroup E] [InnerProductSpace ℂ E]
```

`E` is the state space, a complex inner product space. The bracket `⟪x, y⟫_ℂ` is ⟨x, y⟩, antilinear in the first slot as in Dirac notation.

```lean
/-- The energy form `Re ⟨x, H x⟩` of an operator `H` in the state `x`. -/
def energy (H : E →L[ℂ] E) (x : E) : ℝ := (⟪x, H x⟫_ℂ).re
```

`E →L[ℂ] E` is the type of bounded linear operators, so `‖V‖` below is the operator norm. The energy form is

e(H, x) = Re ⟨x, Hx⟩.

It is not normalised: for Hermitian H the expectation value in a state x ≠ 0 is e(H, x)/‖x‖².

```lean
/-- `A` is Hermitian with unit eigenvector `ψ` of energy `E0`, and its energy form is at least
`E1 ‖y‖²` on vectors orthogonal to `ψ`, where `E0 < E1`. -/
structure GappedGround (A : E →L[ℂ] E) (ψ : E) (E0 E1 : ℝ) : Prop where
  symm : (A : E →ₗ[ℂ] E).IsSymmetric
  unit : ‖ψ‖ = 1
  eigen : A ψ = (E0 : ℂ) • ψ
  lt : E0 < E1
  gap : ∀ y, ⟪ψ, y⟫_ℂ = 0 → E1 * ‖y‖ ^ 2 ≤ energy A y
```

The five fields are the assumptions on A. `IsSymmetric` means ⟨Ax, y⟩ = ⟨x, Ay⟩, that is, A is Hermitian; `(A : E →ₗ[ℂ] E)` is A viewed as a plain linear map. The gap is assumed, not derived from a model.

```lean
/-- `μ` is an eigenvalue of `H` and no real eigenvalue of `H` lies below it. -/
def IsLowestEigenvalue (H : E →L[ℂ] E) (μ : ℝ) : Prop :=
  HasEigenvalue (H : E →ₗ[ℂ] E) (μ : ℂ) ∧
    ∀ ν : ℝ, HasEigenvalue (H : E →ₗ[ℂ] E) (ν : ℂ) → μ ≤ ν
```

`HasEigenvalue` requires a nonzero eigenvector. The comparison runs over real ν only, which for a Hermitian operator loses nothing.

```lean
/-- The operator `2 |ψ⟩⟨ψ| - 1`. -/
def reflect (ψ : E) : E →L[ℂ] E := (2 : ℂ) • (innerSL ℂ ψ).smulRight ψ - 1
```

This is R = 2|ψ⟩⟨ψ| − 1, acting as Rx = 2⟨ψ, x⟩ψ − x. It supplies the examples at the end.

## Bounds on the energy form

```lean
/-- The energy form of `V` is bounded in size by `‖V‖ ‖x‖²`. -/
theorem abs_energy_le (V : E →L[ℂ] E) (x : E) : |energy V x| ≤ ‖V‖ * ‖x‖ ^ 2 :=
  calc |energy V x| ≤ ‖⟪x, V x⟫_ℂ‖ := Complex.abs_re_le_norm _
    _ ≤ ‖x‖ * ‖V x‖ := norm_inner_le_norm _ _
    _ ≤ ‖x‖ * (‖V‖ * ‖x‖) := mul_le_mul_of_nonneg_left (V.le_opNorm x) (norm_nonneg _)
    _ = ‖V‖ * ‖x‖ ^ 2 := by ring
```

The lines of the `calc` block are the steps of

|Re ⟨x, Vx⟩| ≤ |⟨x, Vx⟩| ≤ ‖x‖ ‖Vx‖ ≤ ‖V‖ ‖x‖²,

with Cauchy–Schwarz in the middle and the definition of the operator norm last.

```lean
/-- If `H x = μ x` with real `μ`, the energy of `x` is `μ ‖x‖²`. -/
theorem energy_eigen {H : E →L[ℂ] E} {x : E} {μ : ℝ} (h : H x = (μ : ℂ) • x) :
    energy H x = μ * ‖x‖ ^ 2 := by
  have hx : (⟪x, x⟫_ℂ).re = ‖x‖ ^ 2 := inner_self_eq_norm_sq (𝕜 := ℂ) x
  rw [energy, h, inner_smul_right, Complex.re_ofReal_mul, hx]
```

If Hx = μx with real μ, then e(H, x) = Re(μ⟨x, x⟩) = μ‖x‖². The vector x may be zero.

```lean
/-- For Hermitian `H` with `H u = μ u` and `y` orthogonal to `u`, the energy and the squared
norm of `u + y` are sums without cross terms. -/
theorem energy_split {H : E →L[ℂ] E} (hH : (H : E →ₗ[ℂ] E).IsSymmetric) {u y : E} {μ : ℝ}
    (hu : H u = (μ : ℂ) • u) (huy : ⟪u, y⟫_ℂ = 0) :
    energy H (u + y) = μ * ‖u‖ ^ 2 + energy H y ∧ ‖u + y‖ ^ 2 = ‖u‖ ^ 2 + ‖y‖ ^ 2 := by
  have hs : ⟪H u, y⟫_ℂ = ⟪u, H y⟫_ℂ := hH u y
  have h1 : ⟪u, H y⟫_ℂ = 0 := by rw [← hs, hu, inner_smul_left, huy, mul_zero]
  have h2 : ⟪y, H u⟫_ℂ = 0 := by
    rw [hu, inner_smul_right, inner_eq_zero_symm.1 huy, mul_zero]
  constructor
  · rw [← energy_eigen hu]
    simp only [energy, map_add, inner_add_left, inner_add_right, h1, h2, add_zero, zero_add,
      Complex.add_re]
  · rw [norm_add_sq (𝕜 := ℂ) u y, huy]
    simp
```

For Hu = μu and ⟨u, y⟩ = 0 both cross terms vanish (`h1`, `h2`):

⟨u, Hy⟩ = ⟨Hu, y⟩ = μ⟨u, y⟩ = 0 and ⟨y, Hu⟩ = μ⟨y, u⟩ = 0.

Hence e(H, u + y) = μ‖u‖² + e(H, y), and Pythagoras gives ‖u + y‖² = ‖u‖² + ‖y‖².

```lean
/-- The energy form of `A + V` is at least `(E0 - ‖V‖) ‖x‖²` everywhere, at least
`(E1 - ‖V‖) ‖y‖²` orthogonally to `ψ`, and at most `E0 + ‖V‖` in the state `ψ`. -/
theorem perturbed_bounds {A : E →L[ℂ] E} {ψ : E} {E0 E1 : ℝ} (h : GappedGround A ψ E0 E1)
    (V : E →L[ℂ] E) :
    (∀ x, (E0 - ‖V‖) * ‖x‖ ^ 2 ≤ energy (A + V) x) ∧
    (∀ y, ⟪ψ, y⟫_ℂ = 0 → (E1 - ‖V‖) * ‖y‖ ^ 2 ≤ energy (A + V) y) ∧
    energy (A + V) ψ ≤ E0 + ‖V‖ := by
  have add : ∀ x, energy (A + V) x = energy A x + energy V x := fun x => by
    simp [energy]
  refine ⟨fun x => ?_, fun y hy => ?_, ?_⟩
  · -- split x into its ψ component and an orthogonal remainder
    obtain ⟨c, y, hy, rfl⟩ : ∃ (c : ℂ) (y : E), ⟪ψ, y⟫_ℂ = 0 ∧ x = c • ψ + y := by
      refine ⟨⟪ψ, x⟫_ℂ, x - ⟪ψ, x⟫_ℂ • ψ, ?_, by abel⟩
      rw [inner_sub_right, inner_smul_right, inner_self_eq_norm_sq_to_K, h.unit]
      simp
    have hu : A (c • ψ) = (E0 : ℂ) • (c • ψ) := by rw [map_smul, h.eigen, smul_comm]
    obtain ⟨e1, e2⟩ := energy_split h.symm hu (y := y) (by rw [inner_smul_left, hy, mul_zero])
    have h1 := (abs_le.1 (abs_energy_le V (c • ψ + y))).1
    have h2 := h.gap y hy
    have h3 := mul_nonneg (sub_pos.2 h.lt).le (sq_nonneg ‖y‖)
    rw [add, e1]
    rw [e2] at h1 ⊢
    nlinarith
  · have h1 := (abs_le.1 (abs_energy_le V y)).1
    have h2 := h.gap y hy
    rw [add]
    nlinarith
  · have h1 := (abs_le.1 (abs_energy_le V ψ)).2
    rw [add, energy_eigen h.eigen]
    rw [h.unit] at h1 ⊢
    linarith
```

In this theorem and the next two, A satisfies `GappedGround A ψ E0 E1`. V is any bounded operator here, and e(A + V, x) = e(A, x) + e(V, x). For the first bound write x = cψ + y with c = ⟨ψ, x⟩, so that ⟨ψ, y⟩ = 0. Then

e(A, x) = E0‖cψ‖² + e(A, y) ≥ E0‖cψ‖² + E1‖y‖² ≥ E0‖x‖²,

where the last step is `h3`, (E1 − E0)‖y‖² ≥ 0. Adding e(V, x) ≥ −‖V‖‖x‖² finishes it. The second bound adds the same inequality to `h.gap`, and the third uses e(A, ψ) = E0 and e(V, ψ) ≤ ‖V‖. The tactics `linarith` and `nlinarith` add up these listed inequalities.

## Eigenvalues of A + V

```lean
/-- A solution of `(A + V) x = μ x` with `μ < E1 - ‖V‖` that is orthogonal to `ψ` vanishes. -/
theorem eq_zero_of_orthogonal {A V : E →L[ℂ] E} {ψ x : E} {E0 E1 μ : ℝ}
    (h : GappedGround A ψ E0 E1) (hμ : μ < E1 - ‖V‖) (hx : (A + V) x = (μ : ℂ) • x)
    (hψ : ⟪ψ, x⟫_ℂ = 0) : x = 0 := by
  by_contra hne
  have hp : 0 < ‖x‖ ^ 2 := pow_pos (norm_pos_iff.2 hne) 2
  have h1 := (perturbed_bounds h V).2.1 x hψ
  rw [energy_eigen hx] at h1
  nlinarith [mul_pos (sub_pos.2 hμ) hp]
```

Let (A + V)x = μx, ⟨ψ, x⟩ = 0 and μ < E1 − ‖V‖. The second bound reads

(E1 − ‖V‖)‖x‖² ≤ μ‖x‖²,

which is impossible for ‖x‖² > 0. So every eigenvector below the level E1 − ‖V‖ overlaps with ψ.

```lean
/-- Of two distinct eigenvalues `μ < ν` of `A + V`, with `V` Hermitian, the larger one is at
least `E1 - ‖V‖`. -/
theorem second_level_ge {A V : E →L[ℂ] E} {ψ : E} {E0 E1 μ ν : ℝ}
    (h : GappedGround A ψ E0 E1) (hV : (V : E →ₗ[ℂ] E).IsSymmetric)
    (hμ : HasEigenvalue ((A + V : E →L[ℂ] E) : E →ₗ[ℂ] E) (μ : ℂ))
    (hν : HasEigenvalue ((A + V : E →L[ℂ] E) : E →ₗ[ℂ] E) (ν : ℂ)) (hlt : μ < ν) :
    E1 - ‖V‖ ≤ ν := by
  have hH : ((A + V : E →L[ℂ] E) : E →ₗ[ℂ] E).IsSymmetric := h.symm.add hV
  obtain ⟨x, hx⟩ := hμ.exists_hasEigenvector
  obtain ⟨y, hy⟩ := hν.exists_hasEigenvector
  have ex : (A + V) x = (μ : ℂ) • x := hx.apply_eq_smul
  have ey : (A + V) y = (ν : ℂ) • y := hy.apply_eq_smul
  have hxy : ⟪x, y⟫_ℂ = 0 := by
    have hs : ⟪(A + V) x, y⟫_ℂ = ⟪x, (A + V) y⟫_ℂ := hH x y
    rw [ex, ey, inner_smul_left, inner_smul_right, Complex.conj_ofReal] at hs
    exact (mul_eq_mul_right_iff.1 hs).resolve_left (by exact_mod_cast hlt.ne)
  by_contra hc
  have hc' : ν < E1 - ‖V‖ := not_le.1 hc
  have ha : ⟪ψ, x⟫_ℂ ≠ 0 := fun h0 => hx.2 (eq_zero_of_orthogonal h (hlt.trans hc') ex h0)
  -- a combination of x and y orthogonal to ψ has energy below the bound on ψ^⊥
  have eu : (A + V) ((-⟪ψ, y⟫_ℂ) • x) = (μ : ℂ) • ((-⟪ψ, y⟫_ℂ) • x) := by
    rw [map_smul, ex, smul_comm]
  have ew : (A + V) (⟪ψ, x⟫_ℂ • y) = (ν : ℂ) • (⟪ψ, x⟫_ℂ • y) := by
    rw [map_smul, ey, smul_comm]
  obtain ⟨e1, e2⟩ := energy_split hH eu (y := ⟪ψ, x⟫_ℂ • y)
    (by rw [inner_smul_left, inner_smul_right, hxy, mul_zero, mul_zero])
  have h1 := (perturbed_bounds h V).2.1 ((-⟪ψ, y⟫_ℂ) • x + ⟪ψ, x⟫_ℂ • y)
    (by rw [inner_add_right, inner_smul_right, inner_smul_right]; ring)
  rw [e1, e2, energy_eigen ew] at h1
  have hq : 0 < ‖⟪ψ, x⟫_ℂ • y‖ ^ 2 := pow_pos (norm_pos_iff.2 (smul_ne_zero ha hy.2)) 2
  nlinarith [mul_pos (sub_pos.2 hc') hq,
    mul_nonneg (sub_pos.2 (hlt.trans hc')).le (sq_nonneg ‖(-⟪ψ, y⟫_ℂ) • x‖)]
```

No smallness of V is assumed. Take eigenvectors x for μ and y for ν, not normalised. Hermiticity gives μ⟨x, y⟩ = ν⟨x, y⟩, so ⟨x, y⟩ = 0 (`hxy`). Put b = E1 − ‖V‖ and suppose ν < b. Then μ < b too, and ⟨ψ, x⟩ ≠ 0 by the previous lemma (`ha`). Set

u = −⟨ψ, y⟩ x, w = ⟨ψ, x⟩ y.

These are orthogonal, w ≠ 0, and ⟨ψ, u + w⟩ = −⟨ψ, y⟩⟨ψ, x⟩ + ⟨ψ, x⟩⟨ψ, y⟩ = 0. The bound orthogonally to ψ together with `energy_split` gives `h1`:

b(‖u‖² + ‖w‖²) ≤ μ‖u‖² + ν‖w‖².

Equivalently (b − μ)‖u‖² + (b − ν)‖w‖² ≤ 0. The first term is nonnegative and the second positive, and these two facts are what `nlinarith` receives.

```lean
/-- Variational principle: a Hermitian `H` on a nonzero finite-dimensional space has a lowest
eigenvalue `μ`, and `μ ‖x‖²` bounds the energy of every `x` from below. -/
theorem exists_lowest [FiniteDimensional ℂ E] [Nontrivial E] {H : E →L[ℂ] E}
    (hH : (H : E →ₗ[ℂ] E).IsSymmetric) :
    ∃ μ, IsLowestEigenvalue H μ ∧ ∀ x, μ * ‖x‖ ^ 2 ≤ energy H x := by
  have h := hH.hasEigenvalue_iInf_of_finiteDimensional
  have e : ∀ x, RCLike.re ⟪(H : E →ₗ[ℂ] E) x, x⟫_ℂ = energy H x := fun x => by
    rw [hH x x]; rfl
  simp only [e] at h
  have hb : BddBelow (Set.range fun x : {x : E // x ≠ 0} => energy H x / ‖(x : E)‖ ^ 2) := by
    refine ⟨-‖H‖, ?_⟩
    rintro _ ⟨x, rfl⟩
    have h1 := (abs_le.1 (abs_energy_le H x)).1
    exact (le_div_iff₀ (pow_pos (norm_pos_iff.2 x.2) 2)).2 (by linarith)
  have low : ∀ x, (⨅ z : {x : E // x ≠ 0}, energy H z / ‖(z : E)‖ ^ 2) * ‖x‖ ^ 2
      ≤ energy H x := fun x => by
    by_cases hx : x = 0
    · simp [hx, energy]
    · exact (le_div_iff₀ (pow_pos (norm_pos_iff.2 hx) 2)).1 (ciInf_le hb ⟨x, hx⟩)
  refine ⟨⨅ z : {x : E // x ≠ 0}, energy H z / ‖(z : E)‖ ^ 2, ⟨h, fun ν hν => ?_⟩, low⟩
  obtain ⟨y, hy⟩ := hν.exists_hasEigenvector
  have ey : H y = (ν : ℂ) • y := hy.apply_eq_smul
  have h1 := low y
  rw [energy_eigen ey] at h1
  exact le_of_mul_le_mul_right h1 (pow_pos (norm_pos_iff.2 hy.2) 2)
```

Finite dimension enters here; `Nontrivial E` says that E has a nonzero vector. The candidate is

μ = inf over x ≠ 0 of e(H, x)/‖x‖².

Mathlib's `hasEigenvalue_iInf_of_finiteDimensional` provides that this infimum is an eigenvalue. The quotient is bounded below by −‖H‖ (`hb`), so μ lies below each of its values (`low`). For an eigenvector y with eigenvalue ν this says μ‖y‖² ≤ ν‖y‖², so μ ≤ ν.

## The main theorem

```lean
/-- In finite dimension, if `GappedGround A ψ E0 E1` holds and `V` is Hermitian with
`‖V‖ < (E1 - E0)/2`, the lowest eigenvalue `μ` of `A + V` has a
one-dimensional eigenspace, lies within `‖V‖` of `E0`, and every other eigenvalue is at least
`μ + (E1 - E0 - 2‖V‖)`. -/
theorem ground_state_nondegenerate [FiniteDimensional ℂ E] {A V : E →L[ℂ] E} {ψ : E}
    {E0 E1 : ℝ} (h : GappedGround A ψ E0 E1) (hV : (V : E →ₗ[ℂ] E).IsSymmetric)
    (hn : ‖V‖ < (E1 - E0) / 2) :
    ∃ μ, IsLowestEigenvalue (A + V) μ ∧
      finrank ℂ (eigenspace ((A + V : E →L[ℂ] E) : E →ₗ[ℂ] E) (μ : ℂ)) = 1 ∧
      |μ - E0| ≤ ‖V‖ ∧
      ∀ ν : ℝ, HasEigenvalue ((A + V : E →L[ℂ] E) : E →ₗ[ℂ] E) (ν : ℂ) → ν ≠ μ →
        μ + (E1 - E0 - 2 * ‖V‖) ≤ ν := by
  have : Nontrivial E := nontrivial_of_ne ψ 0 (norm_pos_iff.1 (by rw [h.unit]; exact one_pos))
  obtain ⟨μ, hμ, low⟩ := exists_lowest (H := A + V) (h.symm.add hV)
  obtain ⟨b0, -, b2⟩ := perturbed_bounds h V
  -- ψ as trial state
  have up : μ ≤ E0 + ‖V‖ := by
    have h1 := low ψ
    rw [h.unit] at h1
    linarith
  refine ⟨μ, hμ, le_antisymm ?_ ?_, abs_le.2 ⟨?_, by linarith⟩, fun ν hν hne => ?_⟩
  · -- the overlap with ψ is injective on the eigenspace
    let f := (innerₛₗ ℂ ψ).comp (eigenspace ((A + V : E →L[ℂ] E) : E →ₗ[ℂ] E) (μ : ℂ)).subtype
    have hf : Function.Injective f := by
      refine (injective_iff_map_eq_zero f).2 fun x hx => Subtype.ext ?_
      have h0 : ⟪ψ, (x : E)⟫_ℂ = 0 := hx
      exact eq_zero_of_orthogonal (V := V) (μ := μ) h (by linarith) (mem_eigenspace_iff.1 x.2) h0
    exact (LinearMap.finrank_le_finrank_of_injective hf).trans (finrank_self ℂ).le
  · exact Nat.pos_of_ne_zero fun h0 =>
      hasEigenvalue_iff.1 hμ.1 (Submodule.finrank_eq_zero.1 h0)
  · obtain ⟨y, hy⟩ := hμ.1.exists_hasEigenvector
    have ey : (A + V) y = (μ : ℂ) • y := hy.apply_eq_smul
    have h1 := b0 y
    rw [energy_eigen ey] at h1
    have := le_of_mul_le_mul_right h1 (pow_pos (norm_pos_iff.2 hy.2) 2)
    linarith
  · have := second_level_ge h hV hμ.1 hν (lt_of_le_of_ne (hμ.2 ν hν) hne.symm)
    linarith
```

In words: in finite dimension, if A has the gapped ground vector ψ, V is Hermitian and ‖V‖ < (E1 − E0)/2, then A + V has a lowest eigenvalue μ, its eigenspace has complex dimension (`finrank`) one, |μ − E0| ≤ ‖V‖, and every other real eigenvalue ν satisfies

ν ≥ μ + (E1 − E0 − 2‖V‖),

a positive margin under `hn`. By hand, ψ as trial state gives (`up`)

μ ≤ e(A + V, ψ) ≤ E0 + ‖V‖ < E1 − ‖V‖,

and the last inequality is the hypothesis on ‖V‖. The four bullets prove the rest. The linear map `f`, x ↦ ⟨ψ, x⟩ from the eigenspace to ℂ, has zero kernel by `eq_zero_of_orthogonal`, so the dimension is at most one. It is at least one because μ is an eigenvalue. The global bound `b0` at an eigenvector gives μ ≥ E0 − ‖V‖. Finally ν ≠ μ forces ν > μ, and

ν ≥ E1 − ‖V‖ = (E0 + ‖V‖) + (E1 − E0 − 2‖V‖) ≥ μ + (E1 − E0 − 2‖V‖).

Of Weyl's inequalities, which bound the shift of the k-th ordered eigenvalue by ‖V‖ for every k, the theorem contains only the two-sided bound for the lowest level, and it states it under the smallness hypothesis `hn`, which Weyl's inequalities do not need. For the levels above, it gives one common lower bound, obtained from ν ≥ E1 − ‖V‖. When E1 is the second eigenvalue of A, the inequality ν ≥ E1 − ‖V‖ is the lower Weyl bound for the second level; the higher levels of A + V are not compared with the corresponding levels of A. The theorem gives no estimate of how close the new ground vector is to ψ. For a Hamiltonian represented as a matrix in a finite orthonormal basis, with a nondegenerate ground level separated by a gap, it says that a Hermitian perturbation of norm below half the gap cannot make the lowest level degenerate; infinite-dimensional spaces and unbounded perturbations such as a bare Coulomb potential are not covered.

## Examples and the threshold

```lean
/-- For a unit `ψ` and `R = 2|ψ⟩⟨ψ| - 1`, the operator `1 - R` has gapped ground vector `ψ` with
`E0 = 0`, `E1 = 2`, and `t R` with real `t` is Hermitian of norm `|t|`. -/
theorem reflect_witness {ψ : E} (hψ : ‖ψ‖ = 1) (t : ℝ) :
    GappedGround (1 - reflect ψ) ψ 0 2 ∧
      (((t : ℂ) • reflect ψ : E →L[ℂ] E) : E →ₗ[ℂ] E).IsSymmetric ∧
      ‖(t : ℂ) • reflect ψ‖ = |t| := by
  have hR : ∀ x, reflect ψ x = (2 * ⟪ψ, x⟫_ℂ) • ψ - x := fun x => by
    simp [reflect, smul_smul]
  have h1 : ⟪ψ, ψ⟫_ℂ = 1 := by rw [inner_self_eq_norm_sq_to_K, hψ]; simp
  have hs : ∀ x y, ⟪reflect ψ x, y⟫_ℂ = ⟪x, reflect ψ y⟫_ℂ := fun x y => by
    simp only [hR, inner_sub_left, inner_sub_right, inner_smul_left, inner_smul_right, map_mul,
      inner_conj_symm, map_ofNat]
    ring
  have hRR : ∀ x, reflect ψ (reflect ψ x) = x := fun x => by
    rw [hR (reflect ψ x), hR x, inner_sub_right, inner_smul_right, h1]
    module
  have hn : ∀ x, ‖reflect ψ x‖ = ‖x‖ := fun x => by
    rw [← sq_eq_sq₀ (norm_nonneg _) (norm_nonneg _), ← inner_self_eq_norm_sq (𝕜 := ℂ),
      ← inner_self_eq_norm_sq (𝕜 := ℂ), hs, hRR]
  have hnorm : ‖reflect ψ‖ = 1 := by
    refine le_antisymm (ContinuousLinearMap.opNorm_le_bound _ zero_le_one fun x => ?_) ?_
    · rw [hn, one_mul]
    · have := (reflect ψ).le_opNorm ψ
      rwa [hn, hψ, mul_one] at this
  refine ⟨⟨fun x y => ?_, hψ, ?_, by norm_num, fun y hy => ?_⟩, fun x y => ?_, ?_⟩
  · change ⟪x - reflect ψ x, y⟫_ℂ = ⟪x, y - reflect ψ y⟫_ℂ
    rw [inner_sub_left, inner_sub_right, hs]
  · change ψ - reflect ψ ψ = _
    rw [hR, h1, Complex.ofReal_zero]
    module
  · refine (energy_eigen (μ := 2) ?_).ge
    change y - reflect ψ y = _
    rw [hR, hy, Complex.ofReal_ofNat]
    module
  · change ⟪(t : ℂ) • reflect ψ x, y⟫_ℂ = ⟪x, (t : ℂ) • reflect ψ y⟫_ℂ
    rw [inner_smul_left, inner_smul_right, Complex.conj_ofReal, hs]
  · rw [norm_smul, hnorm, mul_one, Complex.norm_real, Real.norm_eq_abs]
```

The steps follow from Rx = 2⟨ψ, x⟩ψ − x (`hR`). R is Hermitian (`hs`) and R² = 1 (`hRR`), so

‖Rx‖² = ⟨x, R²x⟩ = ‖x‖²,

and ‖R‖ = 1. Since Rψ = ψ and Ry = −y for ⟨ψ, y⟩ = 0, the operator A = 1 − R has Aψ = 0 and Ay = 2y, so E0 = 0 and E1 = 2. The perturbation tR is Hermitian with norm |t| and meets `hn` for |t| < 1.

```lean
/-- For `A = 1 - R` and `V = R`, the norm of `V` equals `(2 - 0)/2`, the lowest eigenvalue of
`A + V` is `1`, and its eigenspace has the dimension of the whole space. -/
theorem threshold_sharp [FiniteDimensional ℂ E] {ψ : E} (hψ : ‖ψ‖ = 1) :
    ‖reflect ψ‖ = (2 - 0) / 2 ∧ IsLowestEigenvalue (1 - reflect ψ + reflect ψ) 1 ∧
      finrank ℂ (eigenspace ((1 - reflect ψ + reflect ψ : E →L[ℂ] E) : E →ₗ[ℂ] E) 1)
        = finrank ℂ E := by
  have hn := (reflect_witness hψ 1).2.2
  have h0 : ψ ≠ 0 := norm_pos_iff.1 (by rw [hψ]; exact one_pos)
  rw [sub_add_cancel]
  refine ⟨by simpa using hn, ⟨?_, fun ν hν => ?_⟩, ?_⟩
  · exact hasEigenvalue_of_hasEigenvector (x := ψ) ⟨mem_eigenspace_iff.2 (by simp), h0⟩
  · obtain ⟨y, hy⟩ := hν.exists_hasEigenvector
    have ey : y = (ν : ℂ) • y := hy.apply_eq_smul
    have h1 : (1 : ℂ) = ν := smul_left_injective ℂ hy.2 ((one_smul ℂ y).trans ey)
    have h2 : (1 : ℝ) = ν := by exact_mod_cast h1
    exact h2.le
  · have : eigenspace ((1 : E →L[ℂ] E) : E →ₗ[ℂ] E) 1 = ⊤ :=
      eq_top_iff.2 fun x _ => mem_eigenspace_iff.2 (by simp)
    rw [this, finrank_top]

end

end WeylGroundState
```

Here ψ is a unit vector and E is finite-dimensional. At V = R the norm equals half the gap, A + V = 1, and the lowest eigenspace has the dimension of E. When dim E ≥ 2 this level is degenerate, so the strict inequality in `hn` cannot be weakened to ≤.

In the smallest case, dim E = 1, only y = 0 is orthogonal to ψ, any E1 > E0 is allowed, there is no other eigenvalue, and `threshold_sharp` shows no degeneracy.

The following numbers are worked on paper and are not among the Lean statements. Take E = ℂ² and ψ = (1, 0), so R = diag(1, −1) and A = diag(0, 2). With V = tR and 0 ≤ t < 1,

A + V = diag(t, 2 − t),

so μ = t = E0 + ‖V‖ and the spacing 2 − 2t equals E1 − E0 − 2‖V‖: both bounds are attained, and the levels meet at t = 1. With V purely off-diagonal, both entries 3/4, the norm is 3/4 < 1 and the eigenvalues of A + V solve λ(λ − 2) = 9/16:

λ = 1 ± 5/4, so μ = −1/4 and ν = 9/4.

Then |μ − E0| = 1/4 ≤ 3/4, and the spacing 5/2 exceeds the guaranteed 2 − 3/2 = 1/2. The normalised ground vector is (3, −1)/√10, with overlap 3/√10 on ψ.

```lean
#print axioms WeylGroundState.ground_state_nondegenerate
#print axioms WeylGroundState.threshold_sharp
```

```
'WeylGroundState.ground_state_nondegenerate' depends on axioms: [propext, Classical.choice, Quot.sound]
'WeylGroundState.threshold_sharp' depends on axioms: [propext, Classical.choice, Quot.sound]
```
